# Becke weights form a partition of unity for finitely many distinct nuclei in a metric space

**Q.** The cell coordinate of a pair of nuclei divides by their separation, so a formal statement has to decide how it keeps nuclei apart and in which space they sit. What is chosen here?

**A.** Space is any metric space `X`; Euclidean three-space is one instance, and only distances enter. The nuclei carry labels A, B from a type `ι`, and their positions R_A = `R A` form an embedding `R : ι ↪ X`, an injective map, so distinctness is part of the data. For a point r write r_A = `dist r (R A)` and R_AB = `dist (R A) (R B)`. The coordinate is

μ_AB(r) = (r_A − r_B) / R_AB

```lean
import Mathlib

open Finset MeasureTheory

namespace BeckePartition

noncomputable section

variable {ι X : Type*} [MetricSpace X]

/-- Confocal elliptical coordinate `μ_AB(r) = (r_A - r_B) / R_AB` of the point `r` for the
distinct nuclear positions `R`. -/
def mu (R : ι ↪ X) (A B : ι) (r : X) : ℝ :=
  (dist r (R A) - dist r (R B)) / dist (R A) (R B)
```

For A = B this is 0/0, which Lean sets to 0, but the cell products below omit B = A.

**Q.** I know the switching function as a smooth step s falling from 1 to 0, with s(−x) = 1 − s(x). What is assumed about it?

**A.** Less than that. `IsSwitch s` asks for s ≥ 0 on [−1,1] and s ≥ 1/2 on [−1,0]. Monotonicity, symmetry, smoothness and an upper bound are not assumed, so the theorems cover the steps you describe and others besides.

```lean
/-- A switching function is nonnegative on `[-1,1]` and at least `1/2` on `[-1,0]`. -/
structure IsSwitch (s : ℝ → ℝ) : Prop where
  nonneg : ∀ x ∈ Set.Icc (-1 : ℝ) 1, 0 ≤ s x
  half_le : ∀ x ∈ Set.Icc (-1 : ℝ) 0, 1 / 2 ≤ s x
```

**Q.** Those conditions help only if μ_AB stays in [−1,1].

**A.** For A ≠ B injectivity gives R_AB > 0. The reverse triangle inequality reads

|r_A − r_B| ≤ R_AB

and dividing by R_AB gives −1 ≤ μ_AB ≤ 1. `mu_spec` states this together with μ_AB R_AB = r_A − r_B. In the proof `hd` is the positive separation, `abs_dist_sub_le` is the inequality, `abs_le` splits it in two, and `le_div_iff₀` and `div_le_iff₀` clear the denominator.

```lean
/-- For two different nuclei, `μ_AB R_AB = r_A - r_B` and `μ_AB` lies in `[-1,1]`. -/
theorem mu_spec (R : ι ↪ X) {A B : ι} (hAB : A ≠ B) (r : X) :
    mu R A B r * dist (R A) (R B) = dist r (R A) - dist r (R B) ∧
      mu R A B r ∈ Set.Icc (-1 : ℝ) 1 := by
  have hd : 0 < dist (R A) (R B) := dist_pos.mpr (R.injective.ne hAB)
  have hne := hd.ne'
  -- reverse triangle inequality
  have h := abs_dist_sub_le (R A) (R B) r
  rw [dist_comm (R A) r, dist_comm (R B) r] at h
  obtain ⟨h1, h2⟩ := abs_le.mp h
  refine ⟨?_, ?_, ?_⟩
  · unfold mu
    field_simp
  · unfold mu
    rw [le_div_iff₀ hd]
    linarith
  · unfold mu
    rw [div_le_iff₀ hd]
    linarith
```

With finitely many nuclei, n = `Fintype.card ι`, the cell function `cell` and the normalised weight `weight` are

P_A(r) = ∏_{B≠A} s(μ_AB(r))

w_A(r) = P_A(r) / Σ_B P_B(r)

where `univ.erase A` is the set of the n − 1 labels other than A.

```lean
variable [Fintype ι] [DecidableEq ι]

/-- Cell function `P_A(r) = ∏_{B ≠ A} s(μ_AB(r))`. -/
def cell (R : ι ↪ X) (s : ℝ → ℝ) (A : ι) (r : X) : ℝ :=
  ∏ B ∈ univ.erase A, s (mu R A B r)

/-- Normalised atomic weight `w_A(r) = P_A(r) / ∑_B P_B(r)`. -/
def weight (R : ι ↪ X) (s : ℝ → ℝ) (A : ι) (r : X) : ℝ :=
  cell R s A r / ∑ B, cell R s B r
```

**Q.** Then Σ_A w_A = 1 looks like a tautology. What is there to prove?

**A.** That the denominator is positive at every r, although s may vanish on part of the interval and single cells may be zero. First, every factor has its argument in [−1,1], so it is nonnegative and P_A ≥ 0. This is `cell_nonneg`.

```lean
/-- Every cell function is nonnegative. -/
theorem cell_nonneg (R : ι ↪ X) {s : ℝ → ℝ} (hs : IsSwitch s) (A : ι) (r : X) :
    0 ≤ cell R s A r :=
  Finset.prod_nonneg fun _ hB => hs.nonneg _ (mu_spec R (ne_of_mem_erase hB).symm r).2
```

Second, let A be a nucleus nearest to r, so r_A ≤ r_B for all B; ties are allowed. Then r_A − r_B ≤ 0, every μ_AB with B ≠ A lies in [−1,0], each of the n − 1 factors is at least 1/2, and

P_A(r) ≥ (1/2)^(n−1) = 2^(1−n)

In `cell_nearest`, `h2` bounds one factor, `Finset.prod_le_prod` multiplies the bounds, `hc` counts the factors, and `key` converts the power. The exponent 1 − n is taken in the integers, where it may be negative.

```lean
/-- The cell function of a nucleus nearest to `r` is at least `2^(1-n)` at `r`. -/
theorem cell_nearest (R : ι ↪ X) {s : ℝ → ℝ} (hs : IsSwitch s) (A : ι) (r : X)
    (hA : ∀ B, dist r (R A) ≤ dist r (R B)) :
    (2 : ℝ) ^ (1 - (Fintype.card ι : ℤ)) ≤ cell R s A r := by
  have h1 : ∀ B ∈ univ.erase A, (0 : ℝ) ≤ 1 / 2 := fun _ _ => by norm_num
  -- each `μ_AB` lies in `[-1,0]`, so each of the `n - 1` factors is at least `1/2`
  have h2 : ∀ B ∈ univ.erase A, (1 / 2 : ℝ) ≤ s (mu R A B r) := fun B hB =>
    hs.half_le _ ⟨(mu_spec R (ne_of_mem_erase hB).symm r).2.1,
      div_nonpos_of_nonpos_of_nonneg (sub_nonpos.mpr (hA B)) dist_nonneg⟩
  have h : ∏ _B ∈ univ.erase A, (1 / 2 : ℝ) ≤ ∏ B ∈ univ.erase A, s (mu R A B r) := by
    exact Finset.prod_le_prod h1 h2
  have hc : (univ.erase A).card + 1 = Fintype.card ι := Finset.card_erase_add_one (mem_univ A)
  have key : ∀ m n : ℕ, m + 1 = n → (2 : ℝ) ^ (1 - (n : ℤ)) = (1 / 2) ^ m := by
    rintro m _ rfl
    rw [show (1 : ℤ) - ((m + 1 : ℕ) : ℤ) = -(m : ℤ) by push_cast; ring, zpow_neg,
      zpow_natCast, one_div, inv_pow]
  rw [prod_const] at h
  rw [key _ _ hc]
  exact h
```

Third, a sum of nonnegative terms dominates each term, P_A ≤ Σ_B P_B, and for n ≥ 1 a nearest nucleus exists. Hence

Σ_B P_B(r) ≥ 2^(1−n) > 0

Dividing 0 ≤ P_A ≤ Σ_B P_B by the sum gives 0 ≤ w_A ≤ 1, and adding the weights gives the sum divided by itself, which is 1. `partition_of_unity` states all three facts at an arbitrary r, with `[Nonempty ι]` for n ≥ 1. Here `hle` is the domination, `Finset.exists_min_image` picks the nearest nucleus, and `hb` chains the two inequalities. For n = 1 the product is empty, so P = 1, the bound is 2^0 = 1, and w = 1.

```lean
/-- For `n ≥ 1` distinct nuclei and a switching function `s`, at every point the cell functions
sum to at least `2^(1-n)`, each weight lies in `[0,1]`, and the weights sum to one. -/
theorem partition_of_unity [Nonempty ι] (R : ι ↪ X) {s : ℝ → ℝ} (hs : IsSwitch s) (r : X) :
    (2 : ℝ) ^ (1 - (Fintype.card ι : ℤ)) ≤ ∑ A, cell R s A r ∧
      (∀ A, weight R s A r ∈ Set.Icc (0 : ℝ) 1) ∧ ∑ A, weight R s A r = 1 := by
  have hle : ∀ A, cell R s A r ≤ ∑ B, cell R s B r := fun A =>
    Finset.single_le_sum (f := fun B => cell R s B r) (fun B _ => cell_nonneg R hs B r)
      (mem_univ A)
  -- the nearest nucleus bounds the sum from below
  obtain ⟨A, -, hA⟩ := Finset.exists_min_image univ (fun A => dist r (R A)) univ_nonempty
  have hb := (cell_nearest R hs A r fun B => hA B (mem_univ B)).trans (hle A)
  have hpos : 0 < ∑ B, cell R s B r := lt_of_lt_of_le (by positivity) hb
  refine ⟨hb, fun B => ⟨div_nonneg (cell_nonneg R hs B r) hpos.le,
    (div_le_one hpos).mpr (hle B)⟩, ?_⟩
  unfold weight
  rw [← Finset.sum_div]
  exact div_self hpos.ne'
```

**Q.** A constant s = 1/2 passes `IsSwitch` and gives w_A = 1/n everywhere. That is not an atomic partition.

**A.** Correct. One more hypothesis, s(1) = 0, fixes the weights at the nuclei themselves. At r = R_A take another nucleus C ≠ A. Then r_A = 0 and r_C = R_CA, so

μ_CA(R_A) = (R_CA − 0) / R_CA = 1

The cell P_C contains the factor s(μ_CA) = s(1) = 0, so w_C(R_A) = 0. The weights sum to one, which leaves w_A(R_A) = 1. Thus w_B(R_A) = δ_AB, the Kronecker delta, written `if B = A then 1 else 0`. In the proof `hm` is the displayed line, `Finset.prod_eq_zero` annihilates the cell, and `Finset.sum_eq_single` collapses the sum. The statement concerns the nuclear positions only. If s is continuous, the weights are continuous too and tend to these values near a nucleus. Without continuity they need not: a step equal to 1/2 on [−1,1) and to 0 at 1 meets the hypotheses, and in Euclidean space it still gives w_A = 1/n at every point off the lines through pairs of nuclei.

```lean
/-- If moreover `s(1) = 0`, then at nucleus `A` the weight of `A` is one and all other
weights vanish. -/
theorem weight_at_nucleus (R : ι ↪ X) {s : ℝ → ℝ} (hs : IsSwitch s) (hs1 : s 1 = 0)
    (A B : ι) : weight R s B (R A) = if B = A then 1 else 0 := by
  have : Nonempty ι := ⟨A⟩
  -- `μ_CA = 1` at nucleus `A`, which kills the cell of `C ≠ A`
  have h0 : ∀ C, C ≠ A → weight R s C (R A) = 0 := by
    intro C hC
    have hd : dist (R C) (R A) ≠ 0 := dist_ne_zero.mpr (R.injective.ne hC)
    have hm : mu R C A (R A) = 1 := by
      unfold mu
      rw [dist_self, sub_zero, dist_comm (R A) (R C), div_self hd]
    have hc : cell R s C (R A) = 0 :=
      Finset.prod_eq_zero (mem_erase.mpr ⟨hC.symm, mem_univ A⟩) (by rw [hm, hs1])
    unfold weight
    rw [hc, zero_div]
  split_ifs with h
  · have h1 := (partition_of_unity R hs (R A)).2.2
    rw [Finset.sum_eq_single A (fun C _ hC => h0 C hC) (fun h => absurd (mem_univ A) h)] at h1
    rw [h]
    exact h1
  · exact h0 B h
```

**Q.** Where does this meet a molecular integral?

**A.** Let ν be a measure on `X` and f a real ν-integrable function. From 0 ≤ w_A ≤ 1 follows |w_A f| ≤ |f|, so each w_A f is integrable once w_A is measurable, and

∫ f dν = ∫ Σ_A w_A f dν = Σ_A ∫ w_A f dν

`OpensMeasurableSpace X` makes continuous functions such as μ_AB measurable, and measurability of s is the hypothesis `hm`. The steps `hmu`, `hcell`, `hsum` and `hw` carry measurability through composition, product, sum and quotient; `hf.mono` is the domination and `integral_finsetSum` exchanges sum and integral. Many density-functional codes use a splitting of this kind to integrate the exchange-correlation energy of a molecule on atom-centred grids. The theorem is about finitely many fixed nuclei and exact integrals, so radial and angular quadrature and their errors are not treated.

```lean
/-- For a measurable switching function and an integrable `f`, each `w_A f` is integrable and
the integral of `f` is the sum over nuclei of the integrals of `w_A f`. -/
theorem integral_eq_sum_atomic [Nonempty ι] [MeasurableSpace X] [OpensMeasurableSpace X]
    (R : ι ↪ X) {s : ℝ → ℝ} (hs : IsSwitch s) (hm : Measurable s) (ν : Measure X)
    {f : X → ℝ} (hf : Integrable f ν) :
    (∀ A, Integrable (fun r => weight R s A r * f r) ν) ∧
      ∫ r, f r ∂ν = ∑ A, ∫ r, weight R s A r * f r ∂ν := by
  have hmu : ∀ A B, Measurable fun r => s (mu R A B r) := fun A B => by
    have hc : Continuous fun r => mu R A B r :=
      ((continuous_id.dist continuous_const).sub (continuous_id.dist continuous_const)).div_const _
    exact hm.comp hc.measurable
  have hcell : ∀ A, Measurable fun r => cell R s A r := fun A => by
    unfold cell
    exact Finset.measurable_fun_prod _ fun B _ => hmu A B
  have hsum : Measurable fun r => ∑ B, cell R s B r := by
    exact Finset.measurable_fun_sum _ fun B _ => hcell B
  have hw : ∀ A, Measurable fun r => weight R s A r := fun A => (hcell A).div hsum
  -- `|w_A f| ≤ |f|`
  have hi : ∀ A, Integrable (fun r => weight R s A r * f r) ν := fun A => by
    refine hf.mono ((hw A).aestronglyMeasurable.mul hf.1) (Filter.Eventually.of_forall ?_)
    intro r
    obtain ⟨h0, h1⟩ := (partition_of_unity R hs r).2.1 A
    have hb : ‖weight R s A r * f r‖ ≤ ‖f r‖ := by
      rw [norm_mul, Real.norm_of_nonneg h0]
      exact mul_le_of_le_one_left (norm_nonneg _) h1
    exact hb
  refine ⟨hi, ?_⟩
  have h : ∫ r, ∑ A, weight R s A r * f r ∂ν = ∑ A, ∫ r, weight R s A r * f r ∂ν := by
    exact integral_finsetSum _ fun A _ => hi A
  rw [← h]
  congr 1
  funext r
  rw [← Finset.sum_mul, (partition_of_unity R hs r).2.2, one_mul]
```

**Q.** Does Becke's own step satisfy the hypotheses?

**A.** Yes, at every order. With `smooth` for p and `beckeStep k` for s_k,

p(x) = 3x/2 − x³/2

s_k(x) = (1 − p_k(x)) / 2

where p_k = `smooth^[k]` is p composed with itself k times, and p_0(x) = x.

```lean
/-- Smoothing polynomial `p(x) = 3x/2 - x³/2`. -/
def smooth (x : ℝ) : ℝ := 3 / 2 * x - 1 / 2 * x ^ 3

/-- Becke's step function `s_k(μ) = (1 - p(p(⋯ p(μ)))) / 2` with `p` applied `k` times. -/
def beckeStep (k : ℕ) (x : ℝ) : ℝ := (1 - smooth^[k] x) / 2
```

Three factorisations do the work:

1 + p(x) = (x + 1)²(2 − x)/2

1 − p(x) = (1 − x)²(2 + x)/2

−p(x) = (−x)(3 − x²)/2

The first two are nonnegative on [−1,1], so p maps that interval into itself. The third is nonnegative on [−1,0], so p maps this interval into itself too. The products on the right are the hints handed to `nlinarith` in `h1` and `h2`. Iterating, p_k ≤ 1 on [−1,1] gives s_k ≥ 0, and p_k ≤ 0 on [−1,0] gives s_k ≥ 1/2. Since p(1) = 1, also p_k(1) = 1 and s_k(1) = 0. `beckeStep_witness` adds that s_k is continuous, which is more than the measurability `hm` asks for.

```lean
/-- For every `k`, Becke's step function is a continuous switching function vanishing at `1`. -/
theorem beckeStep_witness (k : ℕ) :
    IsSwitch (beckeStep k) ∧ beckeStep k 1 = 0 ∧ Continuous (beckeStep k) := by
  -- `p` maps `[-1,1]` and `[-1,0]` into themselves
  have h1 : Set.MapsTo smooth (Set.Icc (-1) 1) (Set.Icc (-1) 1) := by
    rintro x ⟨ha, hb⟩
    unfold smooth
    constructor
    · nlinarith [mul_nonneg (sq_nonneg (x + 1)) (show 0 ≤ 2 - x by linarith)]
    · nlinarith [mul_nonneg (sq_nonneg (1 - x)) (show 0 ≤ 2 + x by linarith)]
  have h2 : Set.MapsTo smooth (Set.Icc (-1) 0) (Set.Icc (-1) 0) := by
    rintro x ⟨ha, hb⟩
    refine ⟨(h1 ⟨ha, by linarith⟩).1, ?_⟩
    unfold smooth
    nlinarith [mul_nonneg (show 0 ≤ -x by linarith) (show 0 ≤ 3 - x ^ 2 by nlinarith)]
  have hc : Continuous smooth := by
    show Continuous fun x : ℝ => 3 / 2 * x - 1 / 2 * x ^ 3
    fun_prop
  refine ⟨⟨fun x hx => ?_, fun x hx => ?_⟩, ?_, ?_⟩
  · have := (h1.iterate k hx).2
    unfold beckeStep
    linarith
  · have := (h2.iterate k hx).2
    unfold beckeStep
    linarith
  · unfold beckeStep
    rw [Function.iterate_fixed (show smooth 1 = 1 by norm_num [smooth])]
    norm_num
  · exact (continuous_const.sub (hc.iterate k)).div_const _
```

Inserting s_k into the general theorems gives `becke_partition`: for every k and n ≥ 1 the weights lie in [0,1], sum to one at every point, and equal δ_AB at the nuclei. One function s acts on the raw μ_AB for all pairs, so Becke's atomic size adjustment, which shifts the cell boundary between unlike atoms, is absent from the model.

```lean
/-- With Becke's step function of any order the weights lie in `[0,1]`, sum to one at every
point, and take the values `δ_AB` at the nuclei. -/
theorem becke_partition [Nonempty ι] (R : ι ↪ X) (k : ℕ) :
    (∀ r, (∀ A, weight R (beckeStep k) A r ∈ Set.Icc (0 : ℝ) 1) ∧
      ∑ A, weight R (beckeStep k) A r = 1) ∧
      ∀ A B, weight R (beckeStep k) B (R A) = if B = A then 1 else 0 :=
  ⟨fun r => (partition_of_unity R (beckeStep_witness k).1 r).2,
    weight_at_nucleus R (beckeStep_witness k).1 (beckeStep_witness k).2.1⟩

end

end BeckePartition
```

```lean
#print axioms BeckePartition.integral_eq_sum_atomic
-- 'BeckePartition.integral_eq_sum_atomic' depends on axioms: [propext, Classical.choice, Quot.sound]
#print axioms BeckePartition.becke_partition
-- 'BeckePartition.becke_partition' depends on axioms: [propext, Classical.choice, Quot.sound]
```

**Q.** Is the value 1/2 essential?

**A.** It enters only in bounding the factors of the nearest cell. If s ≥ 0 on [−1,1] and s ≥ c on [−1,0] for some constant c > 0, the same steps would give Σ_A P_A ≥ c^(n−1) and again weights in [0,1] that sum to one; the Lean theorems fix c = 1/2, so this variant is not among them.
